# Resonance Raman amplitudes of a displaced oscillator: sum over states and overtone recursion

## Question

For $S \ge 0$, $\Gamma > 0$, real $w$, $W$ and an integer $m \ge 0$, let

$$A_m(W) = \int_0^\infty e^{iWt-\Gamma t}\,\bigl(1-e^{-iwt}\bigr)^m\, e^{-S(1-e^{-iwt})}\,dt .$$

The claim is that the time-domain amplitude $A_0$ equals the sum over vibrational states,

$$A_0(W) = \sum_{n=0}^\infty \frac{e^{-S}S^n}{n!}\,\frac{i}{W-nw+i\Gamma},$$

and that the amplitudes of successive orders obey $A_{m+1}(W) = A_m(W) - A_m(W-w)$. How does one state and prove this in Lean 4 with Mathlib?

## Answer

### Modelling choices

The model is one harmonic mode with the same frequency $w$ in the ground and excited electronic states, displaced with Huang-Rhys factor $S$, at zero temperature, with $\hbar = 1$. The detuning $W$ is the incident frequency minus the 0-0 transition frequency, and $\Gamma$ is a constant damping. With energies on the excited surface counted from its lowest vibrational level, the ground level $0$, propagated for a time $t$ on that surface, has overlap $\pm\sqrt{S^m/m!}\,(1-e^{-iwt})^m e^{-S(1-e^{-iwt})}$ with ground level $m$. For one mode and one resonant electronic state in the Condon approximation, the resonant term of the Raman tensor for $0 \to m$ is therefore $\sqrt{S^m/m!}\,A_m(W)$ times a constant and a product of two transition-dipole components. Below, and in the file, "profile" means the complex amplitude $A_m$ as a function of $W$. The Raman intensity goes with the squared modulus of the tensor component, so the recursion does not hold between intensities. It relates the $A_m$ themselves: the tensor components also carry the factor $\sqrt{S^m/m!}$, which depends on $m$ and has to be put in after the recursion. The file starts from the integrand as a definition: the overlap formula, the prefactor and the tensor indices belong to the motivation and are not among the checked statements.

Write $d_W(t) = e^{iWt-\Gamma t}$ (`damp`), $z(t) = e^{-iwt}$ (`phase`), $f_n = e^{-S}S^n/n!$ (`fc`) and $R(W) = i/(W+i\Gamma)$ (`resonance`). All parameters are real numbers, `m` is a natural number, and `integrand` is the complex function $d_W (1-z)^m e^{-S(1-z)}$. The profile $A_m(W)$ is `profile S Γ w m W`, the Bochner integral over `Ioi (0 : ℝ)`, the open half-line $t>0$, with Lebesgue measure. The two identities hold for every real $S$, so `S` carries no hypothesis in them.

### Derivation by hand

**Shift rule.** Adding exponents gives, for every integer $k \ge 0$,

$$d_W(t)\,z(t)^k = e^{i(W-kw)t-\Gamma t} = d_{W-kw}(t).$$

**One resonance.** With $a = iW-\Gamma$ one has $\operatorname{Re} a = -\Gamma < 0$, so

$$\int_0^\infty d_W\,dt = \int_0^\infty e^{at}\,dt = -\frac{1}{a} = \frac{1}{\Gamma - iW} = \frac{i}{W+i\Gamma} = R(W).$$

**Integrability.** Since $|z| = 1$, $|1-z| \le 2$. The last factor has modulus $e^{-S+S\cos wt} \le e^{|S|-S}$, and $|d_W| = e^{-\Gamma t}$. Hence the integrand is bounded in modulus by $2^m e^{|S|-S}e^{-\Gamma t}$, and being continuous it is integrable. For $S \ge 0$ the middle factor is $1$, and integrating the bound gives $|A_m(W)| \le 2^m/\Gamma$.

**Sum over states.** At $m=0$, split $e^{-S(1-z)} = e^{-S}e^{Sz}$, expand $e^{Sz}$ and use the shift rule:

$$d_W\,e^{-S(1-z)} = \sum_n \frac{e^{-S}S^n}{n!}\,d_W z^n = \sum_n f_n\,d_{W-nw}.$$

Term $n$ has $\int_0^\infty |f_n d_{W-nw}|\,dt = \frac{|S|^n}{n!}\,e^{-S}\int_0^\infty e^{-\Gamma t}dt$, which is summable in $n$. Sum and integral may then be exchanged, and $A_0(W) = \sum_n f_n R(W-nw)$.

**Recursion.** Pointwise, $d_W(1-z)^{m+1} = d_W(1-z)^m - d_W z\,(1-z)^m = d_W(1-z)^m - d_{W-w}(1-z)^m$. Multiply by $e^{-S(1-z)}$ and integrate. Both terms on the right are integrable, so the integral splits into $A_m(W) - A_m(W-w)$.

**All orders.** The binomial theorem $(1-z)^m = \sum_{k=0}^m (-1)^k\binom{m}{k}z^k$ and the shift rule give

$$A_m(W) = \sum_{k=0}^m (-1)^k\binom{m}{k}A_0(W-kw),$$

and inserting the series for each $A_0$ gives

$$A_m(W) = \sum_{n=0}^\infty f_n \sum_{k=0}^m (-1)^k\binom{m}{k}\,R(W-kw-nw).$$

### The file

```lean
import Mathlib

open MeasureTheory Set
open Complex (I)

namespace DisplacedOscillatorRaman

noncomputable section

/-- Damped oscillation `exp(iWt - Γt)` at detuning `W` and damping `Γ`. -/
def damp (Γ W t : ℝ) : ℂ := Complex.exp (I * W * t - Γ * t)

/-- Vibrational phase factor `exp(-iwt)`. -/
def phase (w t : ℝ) : ℂ := Complex.exp (-(I * w * t))

/-- Time-domain integrand `exp(iWt - Γt) (1 - exp(-iwt))^m exp(-S(1 - exp(-iwt)))`. -/
def integrand (S Γ w : ℝ) (m : ℕ) (W t : ℝ) : ℂ :=
  damp Γ W t * (1 - phase w t) ^ m * Complex.exp (-(S : ℂ) * (1 - phase w t))

/-- The profile `A_m(W)` of order `m`: the integral of the integrand over `t > 0`. -/
def profile (S Γ w : ℝ) (m : ℕ) (W : ℝ) : ℂ := ∫ t in Ioi (0 : ℝ), integrand S Γ w m W t

/-- Franck-Condon weight `exp(-S) S^n / n!` for Huang-Rhys factor `S`. -/
def fc (S : ℝ) (n : ℕ) : ℝ := Real.exp (-S) * S ^ n / (n.factorial : ℝ)

/-- A single damped resonance `i / (W + iΓ)`. -/
def resonance (Γ W : ℝ) : ℂ := I / (W + I * Γ)

/-- Multiplying by `k` vibrational phase factors shifts the detuning from `W` to `W - kw`. -/
theorem damp_mul_phase_pow (Γ w W t : ℝ) (k : ℕ) :
    damp Γ W t * phase w t ^ k = damp Γ (W - k * w) t := by
  unfold damp phase
  rw [← Complex.exp_nat_mul, ← Complex.exp_add]
  congr 1
  push_cast
  ring

/-- The damped oscillation has modulus `exp(-Γt)`. -/
theorem norm_damp (Γ W t : ℝ) : ‖damp Γ W t‖ = Real.exp (-Γ * t) := by
  rw [damp, Complex.norm_exp]
  congr 1
  simp

/-- For `Γ > 0` the damped oscillation is integrable over `t > 0` with integral
`i / (W + iΓ)`. -/
theorem integral_damp {Γ : ℝ} (hΓ : 0 < Γ) (W : ℝ) :
    IntegrableOn (damp Γ W) (Ioi 0) ∧ ∫ t in Ioi (0 : ℝ), damp Γ W t = resonance Γ W := by
  have hre : (I * (W : ℂ) - Γ).re < 0 := by simpa using hΓ
  have hf : damp Γ W = fun t : ℝ => Complex.exp ((I * W - Γ) * t) := by
    funext t
    unfold damp
    congr 1
    ring
  have ha : I * (W : ℂ) - Γ ≠ 0 := by
    intro h
    rw [h] at hre
    simp at hre
  have hb : (W : ℂ) + I * Γ ≠ 0 := by
    intro h
    have h' : Γ = 0 := by simpa using congrArg Complex.im h
    exact hΓ.ne' h'
  rw [hf]
  refine ⟨integrableOn_exp_mul_complex_Ioi hre 0, ?_⟩
  rw [integral_exp_mul_complex_Ioi hre 0, resonance, Complex.ofReal_zero, mul_zero,
    Complex.exp_zero, div_eq_div_iff ha hb]
  linear_combination (-(W : ℂ)) * Complex.I_sq

/-- The integrand is bounded in modulus by `2^m exp(|S| - S) exp(-Γt)`. -/
theorem norm_integrand_le (S Γ w : ℝ) (m : ℕ) (W t : ℝ) :
    ‖integrand S Γ w m W t‖ ≤ 2 ^ m * Real.exp (|S| - S) * Real.exp (-Γ * t) := by
  have hz : ‖phase w t‖ = 1 := by
    rw [phase, Complex.norm_exp]
    simp
  have h1 : ‖1 - phase w t‖ ≤ 2 := by
    have := norm_sub_le (1 : ℂ) (phase w t)
    rw [norm_one, hz] at this
    linarith
  have hre : (-(S : ℂ) * (1 - phase w t)).re = -S + S * (phase w t).re := by
    simp
    ring
  -- the real part of the exponent is `-S + S cos(wt) ≤ |S| - S`
  have h2 : S * (phase w t).re ≤ |S| := by
    have hr : |(phase w t).re| ≤ 1 := hz ▸ Complex.abs_re_le_norm (phase w t)
    calc S * (phase w t).re ≤ |S * (phase w t).re| := le_abs_self _
      _ = |S| * |(phase w t).re| := abs_mul _ _
      _ ≤ |S| * 1 := mul_le_mul_of_nonneg_left hr (abs_nonneg _)
      _ = |S| := mul_one _
  have h3 : Real.exp (-S + S * (phase w t).re) ≤ Real.exp (|S| - S) :=
    Real.exp_le_exp.mpr (by linarith)
  rw [integrand, norm_mul, norm_mul, norm_pow, norm_damp, Complex.norm_exp, hre]
  calc Real.exp (-Γ * t) * ‖1 - phase w t‖ ^ m * Real.exp (-S + S * (phase w t).re)
      ≤ Real.exp (-Γ * t) * 2 ^ m * Real.exp (|S| - S) := by gcongr
    _ = _ := by ring

/-- For `Γ > 0` the integrand of every order is integrable over `t > 0`. -/
theorem integrable_integrand (S : ℝ) {Γ : ℝ} (hΓ : 0 < Γ) (w : ℝ) (m : ℕ) (W : ℝ) :
    IntegrableOn (integrand S Γ w m W) (Ioi 0) := by
  have hc : Continuous (integrand S Γ w m W) := by
    unfold integrand damp phase
    fun_prop
  exact Integrable.mono'
    ((exp_neg_integrableOn_Ioi 0 hΓ).const_mul (2 ^ m * Real.exp (|S| - S)))
    hc.aestronglyMeasurable (ae_of_all _ fun t => norm_integrand_le S Γ w m W t)

/-- Sum over states: for `Γ > 0` the series `∑ exp(-S) S^n/n! · i/(W - nw + iΓ)` converges
to `A_0(W)`. -/
theorem profile_zero_hasSum (S : ℝ) {Γ : ℝ} (hΓ : 0 < Γ) (w W : ℝ) :
    HasSum (fun n : ℕ => (fc S n : ℂ) * resonance Γ (W - n * w)) (profile S Γ w 0 W) := by
  have hexp : ∀ z : ℂ, HasSum (fun n : ℕ => z ^ n / (n.factorial : ℂ)) (Complex.exp z) := by
    intro z
    rw [Complex.exp_eq_exp_ℂ]
    exact NormedSpace.expSeries_div_hasSum_exp z
  -- pointwise expansion of the integrand in shifted damped oscillations
  have hpt : ∀ t : ℝ, ∑' n : ℕ, (fc S n : ℂ) * damp Γ (W - n * w) t
      = integrand S Γ w 0 W t := by
    intro t
    have e1 : (fun n : ℕ => (fc S n : ℂ) * damp Γ (W - n * w) t) = fun n : ℕ =>
        (damp Γ W t * Complex.exp (-(S : ℂ))) *
          (((S : ℂ) * phase w t) ^ n / (n.factorial : ℂ)) := by
      funext n
      rw [← damp_mul_phase_pow Γ w W t n, fc]
      push_cast
      ring
    rw [e1, ((hexp _).mul_left _).tsum_eq, integrand,
      show -(S : ℂ) * (1 - phase w t) = -(S : ℂ) + S * phase w t by ring, Complex.exp_add]
    ring
  -- the L¹ norms of the terms are summable
  have hn : ∀ n : ℕ, ∫ t in Ioi (0 : ℝ), ‖(fc S n : ℂ) * damp Γ (W - n * w) t‖
      = |S| ^ n / (n.factorial : ℝ) *
        (Real.exp (-S) * ∫ t in Ioi (0 : ℝ), Real.exp (-Γ * t)) := by
    intro n
    simp_rw [norm_mul, norm_damp]
    rw [integral_const_mul, Complex.norm_real, Real.norm_eq_abs, fc, abs_div, abs_mul,
      abs_pow, abs_of_pos (Real.exp_pos _), Nat.abs_cast]
    ring
  have hs : Summable fun n : ℕ =>
      ∫ t in Ioi (0 : ℝ), ‖(fc S n : ℂ) * damp Γ (W - n * w) t‖ := by
    simp only [hn]
    exact (Real.summable_pow_div_factorial |S|).mul_right _
  have key : HasSum (fun n : ℕ => ∫ t in Ioi (0 : ℝ), (fc S n : ℂ) * damp Γ (W - n * w) t)
      (∫ t in Ioi (0 : ℝ), ∑' n : ℕ, (fc S n : ℂ) * damp Γ (W - n * w) t) :=
    hasSum_integral_of_summable_integral_norm
      (F := fun (n : ℕ) (t : ℝ) => (fc S n : ℂ) * damp Γ (W - n * w) t)
      (fun n => Integrable.const_mul (integral_damp hΓ (W - n * w)).1 _) hs
  have h1 : ∀ n : ℕ, ∫ t in Ioi (0 : ℝ), (fc S n : ℂ) * damp Γ (W - n * w) t
      = (fc S n : ℂ) * resonance Γ (W - n * w) := fun n => by
    rw [integral_const_mul, (integral_damp hΓ _).2]
  simp only [hpt, h1] at key
  exact key

/-- Overtone recursion: for `Γ > 0`, `A_(m+1)(W) = A_m(W) - A_m(W - w)`. -/
theorem profile_succ (S : ℝ) {Γ : ℝ} (hΓ : 0 < Γ) (w : ℝ) (m : ℕ) (W : ℝ) :
    profile S Γ w (m + 1) W = profile S Γ w m W - profile S Γ w m (W - w) := by
  unfold profile
  rw [← integral_sub (integrable_integrand S hΓ w m W) (integrable_integrand S hΓ w m (W - w))]
  congr 1
  funext t
  have h : damp Γ W t * phase w t = damp Γ (W - w) t := by
    simpa using damp_mul_phase_pow Γ w W t 1
  unfold integrand
  rw [← h]
  ring

/-- For `Γ > 0`, `A_m(W) = ∑_{k ≤ m} (-1)^k C(m,k) A_0(W - kw)`. -/
theorem profile_binomial (S : ℝ) {Γ : ℝ} (hΓ : 0 < Γ) (w : ℝ) (m : ℕ) (W : ℝ) :
    profile S Γ w m W = ∑ k ∈ Finset.range (m + 1),
      (-1) ^ k * (m.choose k : ℂ) * profile S Γ w 0 (W - k * w) := by
  have hpt : ∀ t : ℝ, integrand S Γ w m W t = ∑ k ∈ Finset.range (m + 1),
      (-1) ^ k * (m.choose k : ℂ) * integrand S Γ w 0 (W - k * w) t := by
    intro t
    have hb : (1 - phase w t) ^ m = ∑ k ∈ Finset.range (m + 1),
        (-1) ^ k * (m.choose k : ℂ) * phase w t ^ k := by
      rw [sub_eq_neg_add, add_pow]
      refine Finset.sum_congr rfl fun k _ => ?_
      rw [one_pow, neg_pow (phase w t)]
      ring
    rw [integrand, hb, Finset.mul_sum, Finset.sum_mul]
    refine Finset.sum_congr rfl fun k _ => ?_
    rw [integrand, ← damp_mul_phase_pow Γ w W t k]
    ring
  have hi : ∀ k ∈ Finset.range (m + 1), Integrable
      (fun t => (-1) ^ k * (m.choose k : ℂ) * integrand S Γ w 0 (W - k * w) t)
      (volume.restrict (Ioi (0 : ℝ))) :=
    fun k _ => Integrable.const_mul (integrable_integrand S hΓ w 0 _) _
  unfold profile
  rw [integral_congr_ae (ae_of_all _ hpt)]
  rw [integral_finsetSum _ hi]
  exact Finset.sum_congr rfl fun k _ => integral_const_mul _ _

/-- Sum over states for any order: for `Γ > 0` the series
`∑_n exp(-S) S^n/n! ∑_{k ≤ m} (-1)^k C(m,k) i/(W - kw - nw + iΓ)` converges to `A_m(W)`. -/
theorem profile_hasSum (S : ℝ) {Γ : ℝ} (hΓ : 0 < Γ) (w : ℝ) (m : ℕ) (W : ℝ) :
    HasSum (fun n : ℕ => (fc S n : ℂ) * ∑ k ∈ Finset.range (m + 1),
      (-1) ^ k * (m.choose k : ℂ) * resonance Γ (W - k * w - n * w)) (profile S Γ w m W) := by
  rw [profile_binomial S hΓ w m W]
  have h := hasSum_sum (s := Finset.range (m + 1)) fun (k : ℕ) _ =>
    (profile_zero_hasSum S hΓ w (W - k * w)).mul_left ((-1) ^ k * (m.choose k : ℂ))
  have e : ∀ n : ℕ, (fc S n : ℂ) * ∑ k ∈ Finset.range (m + 1),
      (-1) ^ k * (m.choose k : ℂ) * resonance Γ (W - k * w - n * w)
      = ∑ k ∈ Finset.range (m + 1), (-1) ^ k * (m.choose k : ℂ) *
        ((fc S n : ℂ) * resonance Γ (W - k * w - n * w)) := by
    intro n
    rw [Finset.mul_sum]
    exact Finset.sum_congr rfl fun k _ => by ring
  simp only [e]
  exact h

/-- For `S ≥ 0` and `Γ > 0` the profile obeys `|A_m(W)| ≤ 2^m / Γ` at every detuning. -/
theorem norm_profile_le {S Γ : ℝ} (hS : 0 ≤ S) (hΓ : 0 < Γ) (w : ℝ) (m : ℕ) (W : ℝ) :
    ‖profile S Γ w m W‖ ≤ 2 ^ m / Γ := by
  have h := norm_integral_le_of_norm_le
    ((exp_neg_integrableOn_Ioi 0 hΓ).const_mul (2 ^ m * Real.exp (|S| - S)))
    (ae_of_all _ fun t => norm_integrand_le S Γ w m W t)
  rw [integral_const_mul, integral_exp_mul_Ioi (neg_lt_zero.mpr hΓ) 0, mul_zero,
    abs_of_nonneg hS, sub_self, Real.exp_zero, neg_div_neg_eq, mul_one, mul_one_div] at h
  exact h

end

end DisplacedOscillatorRaman
```

```lean
#print axioms DisplacedOscillatorRaman.profile_succ
#print axioms DisplacedOscillatorRaman.profile_hasSum
#print axioms DisplacedOscillatorRaman.norm_profile_le
```

```
'DisplacedOscillatorRaman.profile_succ' depends on axioms: [propext, Classical.choice, Quot.sound]
'DisplacedOscillatorRaman.profile_hasSum' depends on axioms: [propext, Classical.choice, Quot.sound]
'DisplacedOscillatorRaman.norm_profile_le' depends on axioms: [propext, Classical.choice, Quot.sound]
```

### What the theorems say

Under `hΓ : 0 < Γ`, `integrable_integrand` says that the integrand of every order is integrable on $t>0$, so each profile is a convergent integral. `profile_zero_hasSum` uses `HasSum`: the series $\sum_n f_n R(W-nw)$ converges unconditionally in $\mathbb{C}$, and its sum is $A_0(W)$. `profile_succ` is the recursion. `profile_binomial` and `profile_hasSum` are the two formulas for all orders, with `Finset.range (m + 1)` running over $k = 0,\dots,m$; at $m=0$ only $k=0$ remains. `norm_profile_le` is the bound $2^m/\Gamma$ and is the one theorem that assumes `hS : 0 ≤ S`. Several modes, a change of frequency between the surfaces, finite temperature, non-Condon terms and the non-resonant term are not in the model.

### How the proof follows the derivation

`damp_mul_phase_pow` is the shift rule: the product is merged into one exponential and `ring` compares the exponents. `norm_damp` reads off the real part $-\Gamma t$.

`integral_damp` rewrites $d_W$ as $e^{at}$ (`hf`) and applies `integral_exp_mul_complex_Ioi`, which needs $\operatorname{Re} a<0$ (`hre`). With both denominators non-zero (`ha`, `hb`), cross-multiplying $-1/a = i/(W+i\Gamma)$ leaves $-(W+i\Gamma) = i(iW-\Gamma)$, which `linear_combination` closes with $i^2=-1$.

In `norm_integrand_le`, `hz` is $|z|=1$, `h1` is $|1-z|\le 2$, `h2` is $S\operatorname{Re}z \le |S|$, and `gcongr` multiplies the bounds. `integrable_integrand` passes this estimate and continuity to `Integrable.mono'`, and `norm_profile_le` integrates the same estimate.

In `profile_zero_hasSum`, `hpt` is the pointwise expansion, `hn` computes the integral of the modulus of term $n$, and `hs` is summability from `Real.summable_pow_div_factorial`. The exchange of sum and integral is `hasSum_integral_of_summable_integral_norm`, and `h1` evaluates each term as $f_n R(W-nw)$.

`profile_succ` joins the two integrals on the right by `integral_sub`, which takes both integrability proofs, and checks the pointwise identity with the shift rule at $k=1$. `profile_binomial` does not iterate the recursion. It expands $(1-z)^m$ by `add_pow` (`hb`) and integrates the finite sum term by term. `profile_hasSum` multiplies the series for $A_0(W-kw)$ by $(-1)^k\binom{m}{k}$ and adds the $m+1$ series with `hasSum_sum`.

### A numerical instance

Take $S = w = \Gamma = 1$. Then $R(-n) = i/(-n+i) = (1-in)/(n^2+1)$ and $f_n = e^{-1}/n!$, so

$$A_0(0) = e^{-1}\bigl[(1 + 0.5 + 0.1 + 0.0167 + \dots) - i\,(0 + 0.5 + 0.2 + 0.05 + \dots)\bigr] \approx 0.596 - 0.280\,i .$$

For $A_0(-1)$ the weight $f_n$ multiplies $R(-n-1)$:

$$A_0(-1) = e^{-1}\bigl[(0.5 + 0.2 + 0.05 + \dots) - i\,(0.5 + 0.4 + 0.15 + 0.0392 + \dots)\bigr] \approx 0.280 - 0.404\,i .$$

The recursion gives $A_1(0) = A_0(0) - A_0(-1) \approx 0.316 + 0.124\,i$, of modulus about $0.34$, below the bound $2$. The prefactor $\sqrt{S^m/m!}$ equals $1$ at $m=1$, $S=1$.

### An easy mistake

It is tempting to weaken `0 < Γ` to $\Gamma \ge 0$, since $i/(W-nw)$ looks harmless off resonance. The sum over states is then false as stated. At $\Gamma = 0$, $S = 0$, $W = 1$, $m = 0$ the integrand is $e^{it}$, of modulus $1$ for all $t$, which is not integrable on the half-line, and Lean assigns such an integral the value $0$. The series has $f_0 = 1$ and $f_n = 0$ for $n \ge 1$, so it sums to $i/1 = i$.
